# The slope of the RPA correlation integrand along a line χ + nC of non-interacting responses is −tr((W − v)C)

In the random-phase approximation (RPA), the correlation energy is an integral over imaginary frequency. Its integrand at one frequency is log det(1 − vχ) + tr(vχ), leaving out the prefactor 1/(2π) of the integral over positive frequencies. Here v is the bare interaction and χ the non-interacting (independent-particle) density response, both taken as finite real square matrices. The theorem `hasDerivAt_rpaIntegrand` moves χ along the line χ + nC and states that at n₀ the integrand has derivative −tr((W − v)C) with respect to n. The matrix W = (1 − v(χ + n₀C))⁻¹v is the screened interaction at the same n₀, and the determinant of 1 − v(χ + n₀C) is assumed positive. The proof factors this last matrix, called `A`, out of 1 − v(χ + nC), so that the derivative of the determinant follows from that of det(1 + tM) at t = 0. It then differentiates the logarithm and adds the slope of the trace term, which is linear in n up to a constant.

An attempt in Lean 4 with a fault in it:

```lean
import Mathlib

open Matrix Filter Topology

namespace HasDerivAtRpaIntegrand

noncomputable section

variable {ι o : Type*} [Fintype ι] [DecidableEq ι] [Fintype o] [DecidableEq o]

/-- The screened interaction `W = (1 - v χ)⁻¹ v`, for `1 - v χ` invertible. -/
def screened (v χ : Matrix ι ι ℝ) : Matrix ι ι ℝ := (1 - v * χ)⁻¹ * v

/-- The RPA correlation integrand `log det (1 - v χ) + tr (v χ)` at one imaginary frequency,
for `det (1 - v χ) > 0`. -/
def rpaIntegrand (v χ : Matrix ι ι ℝ) : ℝ :=
  Real.log (1 - v * χ).det + (v * χ).trace

/-- The determinant of `1 + t M` grows at the rate `tr M` at `t = 0`. -/
theorem hasDerivAt_det_one_add (M : Matrix ι ι ℝ) :
    HasDerivAt (fun t : ℝ => (1 + t • M).det) M.trace 0 := by
  obtain ⟨p, hp⟩ : ∃ p : Polynomial ℝ, ∀ t : ℝ,
      (1 + t • M).det = 1 + M.trace * t + p.eval t * t ^ 2 :=
    ⟨_, fun t => Matrix.det_one_add_smul t M⟩
  simp only [hp]
  have h := (((hasDerivAt_id' (0 : ℝ)).const_mul M.trace).const_add 1).fun_add
    ((p.hasDerivAt 0).fun_mul (hasDerivAt_pow 2 (0 : ℝ)))
  exact h.congr_deriv (by simp)

/-- Along `χ + n C` the RPA integrand has slope `-tr ((W - v) C)`, with `W` screened at the same
`n`, wherever `det (1 - v (χ + n C))` is positive. -/
theorem hasDerivAt_rpaIntegrand (v χ C : Matrix ι ι ℝ) (n₀ : ℝ)
    (h : 0 < (1 - v * (χ + n₀ • C)).det) :
    HasDerivAt (fun n : ℝ => rpaIntegrand v (χ + n • C))
      (-((screened v (χ + n₀ • C) - v) * C).trace) n₀ := by
  obtain ⟨A, hA⟩ : ∃ A, A = 1 - v * (χ + n₀ • C) := ⟨_, rfl⟩
  rw [← hA] at h
  -- factor out the dielectric matrix at `n₀`
  have hfac : ∀ n : ℝ, 1 - v * (χ + n • C) = A * (1 + (n - n₀) • (-(A⁻¹ * v * C))) := by
    intro n
    have h1 : A * (A⁻¹ * v * C) = v * C := by
      rw [← mul_assoc, ← mul_assoc, Matrix.mul_nonsing_inv _ (IsUnit.mk0 _ h.ne'), one_mul]
    rw [mul_add, mul_one, Matrix.mul_smul, mul_neg, h1, hA]
    simp only [mul_add, Matrix.mul_smul]
    module
  have hd : HasDerivAt (fun n : ℝ => (1 + (n - n₀) • (-(A⁻¹ * v * C))).det)
      (-(A⁻¹ * v * C)).trace n₀ := by
    refine HasDerivAt.comp_sub_const n₀ n₀
      (f := fun t : ℝ => (1 + t • (-(A⁻¹ * v * C))).det) ?_
    rw [sub_self]
    exact hasDerivAt_det_one_add _
  have hdet : HasDerivAt (fun n : ℝ => (1 - v * (χ + n • C)).det)
      (A.det * (-(A⁻¹ * v * C)).trace) n₀ := by
    simp only [hfac, Matrix.det_mul]
    exact hd.const_mul _
  have hlog := hdet.log (by rw [← hA]; exact h.ne')
  -- the trace term is linear in `n`
  have htr : HasDerivAt (fun n : ℝ => (v * (χ + n • C)).trace) (v * C).trace n₀ := by
    simp only [mul_add, Matrix.mul_smul, Matrix.trace_add, Matrix.trace_smul, smul_eq_mul]
    exact (((hasDerivAt_id' n₀).mul_const _).const_add _).congr_deriv (one_mul _)
  refine (hlog.fun_add htr).congr_deriv ?_
  simp only [screened, ← hA]
  rw [mul_div_cancel_left₀ _ h.ne', Matrix.trace_neg, sub_mul, Matrix.trace_sub]
  ring

end

end HasDerivAtRpaIntegrand
```

Compiling this gives:

```
Main.lean:43:17: error: Tactic `rewrite` failed: Did not find an occurrence of the pattern
  ?a * 1
in the target expression
  1 - (v * χ + v * n • C) = A * (1 + (n - n₀) • -(A⁻¹ * v * C))

ι : Type u_1
inst✝¹ : Fintype ι
inst✝ : DecidableEq ι
v χ C : Matrix ι ι ℝ
n₀ : ℝ
A : Matrix ι ι ℝ
h : 0 < A.det
hA : A = 1 - v * (χ + n₀ • C)
n : ℝ
h1 : A * (A⁻¹ * v * C) = v * C
⊢ 1 - (v * χ + v * n • C) = A * (1 + (n - n₀) • -(A⁻¹ * v * C))
```

The error arises in the proof of the factorisation `hfac`, whose right-hand side is `A * (1 + (n - n₀) • -(A⁻¹ * v * C))`. The first rewrite, `mul_add`, was meant to expand this product. Given no arguments, though, `rw` settles on the first instance of the pattern it finds, and that was `v * (χ + n • C)` on the left-hand side. The goal in the message shows the result: the left now contains `v * χ + v * n • C`, while the product with `A` is still unexpanded. The next rewrite, `mul_one`, needs a term of the form `?a * 1`, and there is none, because `A * 1` would have come only from expanding the right-hand side.

The repair writes `mul_add A`, which fixes the left factor of the product to be expanded. Now only the right-hand side matches, `A * 1` appears, and the remaining rewrites go through as planned. The products with `v` are left to the `simp only [mul_add, Matrix.mul_smul]` on the next line, which expands them before `module` closes the goal.

The mended proof, as a diff:

```diff
@@ -41,5 +41,5 @@
     have h1 : A * (A⁻¹ * v * C) = v * C := by
       rw [← mul_assoc, ← mul_assoc, Matrix.mul_nonsing_inv _ (IsUnit.mk0 _ h.ne'), one_mul]
-    rw [mul_add, mul_one, Matrix.mul_smul, mul_neg, h1, hA]
+    rw [mul_add A, mul_one, Matrix.mul_smul, mul_neg, h1, hA]
     simp only [mul_add, Matrix.mul_smul]
     module
```
